# The variance-weighted least-squares correction of a single free-energy cycle

## A cycle as a finite set of oriented legs

A thermodynamic cycle is a closed sequence of states, and a statement about it can either keep the states and their order or keep only the legs between them. These notes keep only the legs. They form a nonempty finite set $\iota$ with $n \ge 1$ elements, labelled by $i$, $j$, $k$, and all legs are oriented in the same sense around the loop. Each leg carries two real numbers, an estimate $d_i$ of its free-energy difference and the variance $v_i > 0$ of that estimate. Both are fixed input data and not random variables. The order of the legs never enters, because the only trace that the loop leaves is a condition on a sum over all legs. The common orientation is a convention for the user to respect: a leg simulated against the sense of the loop enters with the sign of its estimate reversed and with the same variance.

## Why the true differences sum to zero and the estimates do not

In thermodynamic integration a leg from state $A$ to state $B$ is bridged by a potential energy $U_\lambda$ with a coupling parameter $\lambda \in [0,1]$, where $U_0$ is the potential energy of $A$ and $U_1$ that of $B$. At fixed temperature and volume, and with masses independent of $\lambda$, the free-energy difference is

$$F_B - F_A = \int_0^1 \left\langle \frac{\partial U_\lambda}{\partial \lambda} \right\rangle_\lambda d\lambda ,$$

where $F$ is the free energy and the bracket is the equilibrium average at fixed $\lambda$. The free energy is a function of state. If the end state of each leg is the start state of the next and the last leg returns to the first state, the exact differences telescope to zero. This is the physics behind the condition $\sum_i x_i = 0$ placed below on any set of candidate values $x_i$ for the legs.

The averages are estimated from finite samples, so the estimates generally miss this condition by the closure error $e$. With the total variance $V$,

$$e = \sum_i d_i , \qquad V = \sum_i v_i .$$

The condition $v_i > 0$ says that every leg carries some statistical uncertainty; a leg known exactly is excluded. To choose among zero-sum values, their distance from the estimates is measured by the misfit

$$\chi^2(x) = \sum_i \frac{(x_i - d_i)^2}{v_i} ,$$

in which each deviation is counted in units of its own standard deviation. If $d_i$ and $x_i$ are energies, $v_i$ is an energy squared and $\chi^2$ is dimensionless. For independent Gaussian errors of variance $v_i$, $\chi^2$ is minus twice the log-likelihood up to a constant, which motivates the choice, though no probability enters the theorems and they take $\chi^2$ as a definition. The result bears on alchemical simulations of relative solvation free energies around a closed loop of molecules, for a single loop with uncorrelated legs and variances taken as known.

## The minimum and the values that attain it

Define the corrected values

$$x^*_i = d_i - \frac{e\, v_i}{V} .$$

Leg $i$ gives up the fraction $v_i/V$ of the closure error, so the least certain legs move most. For $n \ge 1$ and all $v_i > 0$ the main result has three parts. The least value of $\chi^2$ over all $x$ with $\sum_i x_i = 0$ is $e^2/V$. The values $x^*$ sum to zero. A zero-sum $x$ has $\chi^2(x) = e^2/V$ if and only if $x = x^*$.

For $n = 1$ the only zero-sum choice is $x_i = 0$. Then $e = d_i$ and $V = v_i$, so $x^*_i = d_i - d_i = 0$ and the minimum is $d_i^2/v_i$, which is $\chi^2$ evaluated at zero.

## Completing the square leg by leg

A sum of at least one positive number is positive, so $V > 0$ and the ratio $\mu = e/V$ is defined. Then $x^*_i = d_i - \mu v_i$, and summing over the legs gives

$$\sum_i x^*_i = e - \mu V = e - e = 0 .$$

Now take any $x$ and write the deviation from the estimate through the deviation from the corrected value, $x_i - d_i = (x_i - x^*_i) - \mu v_i$. Squaring and dividing by $v_i$,

$$\frac{(x_i - d_i)^2}{v_i} = \frac{(x_i - x^*_i)^2}{v_i} - 2\mu\,(x_i - x^*_i) + \mu^2 v_i .$$

In the middle term insert $x^*_i = d_i - \mu v_i$, so that $-2\mu(x_i - x^*_i) = -2\mu x_i + 2\mu d_i - 2\mu^2 v_i$. This yields

$$\frac{(x_i - d_i)^2}{v_i} = \frac{(x_i - x^*_i)^2}{v_i} - 2\mu x_i + 2\mu d_i - \mu^2 v_i .$$

Let $D(x) = \sum_i (x_i - x^*_i)^2/v_i$ be the weighted squared distance from $x^*$. Summing over $i$,

$$\chi^2(x) = D(x) - 2\mu \sum_i x_i + 2\mu e - \mu^2 V .$$

If $x$ sums to zero the second term vanishes, and $2\mu e - \mu^2 V = 2e^2/V - e^2/V = e^2/V$. Hence

$$\chi^2(x) = \frac{e^2}{V} + D(x) \qquad \text{whenever } \sum_i x_i = 0 .$$

Each term of $D(x)$ is a square divided by a positive number, so $D(x) \ge 0$ and $\chi^2(x) \ge e^2/V$. A sum of nonnegative terms is zero only if each term is zero, and $(x_i - x^*_i)^2/v_i = 0$ forces $x_i = x^*_i$. So equality holds exactly at $x = x^*$, which is admissible because it sums to zero.

## Three further properties of the corrected values

The first is a uniform weighted residual. A zero-sum $x$ equals $x^*$ if and only if $(d_i - x_i)/v_i$ takes the same value on every leg. In one direction, $d_i - x^*_i = \mu v_i$ gives the common value $\mu = e/V$. In the other, suppose $(d_i - x_i)/v_i = m$ for all $i$ and some real $m$. Then $d_i = x_i + m v_i$, summing gives $e = 0 + mV$, and therefore $x^*_i = d_i - mV v_i/V = d_i - m v_i = x_i$. The condition is the one a Lagrange multiplier produces: setting the derivative of $\chi^2(x) + 2m\sum_j x_j$ with respect to $x_i$ to zero gives $2(x_i - d_i)/v_i + 2m = 0$. The proof uses only the algebra above and takes no derivative.

The second says that $x^* = d$ if and only if $e = 0$. If $x^* = d$ then $e = \sum_i d_i = \sum_i x^*_i = 0$, and if $e = 0$ the correction term vanishes on every leg.

The third needs $n \ge 2$. Fix a leg $k$ and set $s = \sum_{j \ne k} d_j$ and $w = \sum_{j \ne k} v_j$, with $w > 0$ because at least one other leg exists. The difference along leg $k$ can be estimated directly, as $d_k$, or by going the other way round the loop, as $-s$. With $e = d_k + s$ and $V = v_k + w$,

$$x^*_k = d_k - \frac{(d_k + s)\, v_k}{v_k + w} = \frac{d_k w - s\, v_k}{v_k + w} = \frac{d_k/v_k + (-s)/w}{1/v_k + 1/w} ,$$

where the last step divides numerator and denominator by $v_k w$. The corrected value is the mean of the two routes with weights $1/v_k$ and $1/w$. For uncorrelated legs $w$ is the variance of the indirect route, so these are inverse-variance weights. For $n = 2$ this combines a forward estimate $d_k$ with minus the single reverse estimate.

## How the Lean objects map to the cycle

The type `ι` is the set of legs, and `[Nonempty ι]` is the condition $n \ge 1$. Estimates, variances and candidates are functions `ι → ℝ` named `d`, `v` and `x`, and `hv : ∀ i, 0 < v i` is positivity of the variances, which every theorem in the file assumes even where its docstring does not repeat it. The definitions `closureError d`, `totalVar v`, `chiSq d v x` and `corrected d v` are $e$, $V$, $\chi^2(x)$ and $x^*$. Because `chiSq` takes the reference values as its first argument, the distance $D(x)$ needs no definition of its own and appears as `chiSq (corrected d v) v x`.

The theorem `weighted_closure_minimizer` is a conjunction. In the first part, `chiSq d v '' {x | ∑ i, x i = 0}` is the set of all misfit values reached by zero-sum candidates, and `IsLeast` says that `closureError d ^ 2 / totalVar v` belongs to this set and lies at or below each of its members. The second part is $\sum_i x^*_i = 0$. The third is the equivalence, for each zero-sum `x`, between attaining the value and `x = corrected d v`, an equality of functions and so of values on every leg.

In `eq_corrected_iff_uniform_residual` the common residual is only required to exist, `∃ μ : ℝ, ∀ i, (d i - x i) / v i = μ`; its value $e/V$ appears in the proof and not in the statement. In `corrected_eq_two_route_mean` the assumption `[Nontrivial ι]` means $n \ge 2$, and sums over `univ.erase k` run over $j \ne k$. This assumption matters: with one leg $s = w = 0$, Lean's convention that division by zero gives zero would reduce the right side to $d_k$, while $x^*_k = 0$.

## Limits of the model

The zero-sum constraint is a hypothesis on `x` and is not derived from statistical mechanics; neither the integral over $\lambda$ nor the states of the cycle occur in the file. The weights are diagonal, so correlations between legs, such as those from a shared simulation, are absent. The variances are treated as exact although in practice they are themselves estimated. There is one cycle and one constraint, not a network of overlapping loops. The true differences sum to zero, so they can be inserted for $x$ in the decomposition $\chi^2(x) = e^2/V + D(x)$. It then says that $x^*$ is at least as close to them as $d$ in the weighted distance, although a single leg can be moved away from its true value. The theorems do not address how uncertain $x^*$ is or how $e^2/V$ is distributed. Systematic errors of different legs can cancel in $e$, so $e = 0$ shows consistency of the estimates and not their accuracy.

## The Lean file

```lean
import Mathlib

open Finset

namespace WeightedCycleClosure

noncomputable section

variable {ι : Type*} [Fintype ι]

/-- Closure error of a cycle: the sum of the estimated free-energy differences of its legs. -/
def closureError (d : ι → ℝ) : ℝ := ∑ i, d i

/-- Sum of the variances of the legs. -/
def totalVar (v : ι → ℝ) : ℝ := ∑ i, v i

/-- Variance-weighted misfit `∑ (x_i - d_i)² / v_i` of values `x` against estimates `d`. -/
def chiSq (d v x : ι → ℝ) : ℝ := ∑ i, (x i - d i) ^ 2 / v i

/-- Corrected free-energy difference: leg `i` gives up the share `v_i / ∑ v_j` of the
closure error. -/
def corrected (d v : ι → ℝ) (i : ι) : ℝ := d i - closureError d * v i / totalVar v

/-- With at least one leg and positive variances the total variance is positive. -/
theorem totalVar_pos [Nonempty ι] {v : ι → ℝ} (hv : ∀ i, 0 < v i) : 0 < totalVar v :=
  Finset.sum_pos (fun i _ => hv i) Finset.univ_nonempty

/-- The corrected differences sum to zero around the cycle. -/
theorem sum_corrected [Nonempty ι] (d : ι → ℝ) {v : ι → ℝ} (hv : ∀ i, 0 < v i) :
    ∑ i, corrected d v i = 0 := by
  have hV := (totalVar_pos hv).ne'
  have h : ∑ i, corrected d v i
      = closureError d - closureError d * totalVar v / totalVar v := by
    simp only [corrected]
    rw [Finset.sum_sub_distrib, ← Finset.sum_div, ← Finset.mul_sum]
    all_goals rfl
  rw [h, mul_div_assoc, div_self hV, mul_one, sub_self]

/-- For zero-sum values `x` the misfit splits into `e² / ∑ v_j` plus the weighted squared
distance of `x` from the corrected differences. -/
theorem chiSq_decomposition [Nonempty ι] (d : ι → ℝ) {v x : ι → ℝ} (hv : ∀ i, 0 < v i)
    (hx : ∑ i, x i = 0) :
    chiSq d v x = closureError d ^ 2 / totalVar v + chiSq (corrected d v) v x := by
  have hV := (totalVar_pos hv).ne'
  -- complete the square on each leg
  have key : ∀ i, (x i - d i) ^ 2 / v i
      = (x i - corrected d v i) ^ 2 / v i - 2 * (closureError d / totalVar v) * x i
        + 2 * (closureError d / totalVar v) * d i
        - (closureError d / totalVar v) ^ 2 * v i := by
    intro i
    have hi := (hv i).ne'
    unfold corrected
    field_simp
    ring
  calc chiSq d v x
      = ∑ i, ((x i - corrected d v i) ^ 2 / v i - 2 * (closureError d / totalVar v) * x i
        + 2 * (closureError d / totalVar v) * d i
        - (closureError d / totalVar v) ^ 2 * v i) :=
        Finset.sum_congr rfl fun i _ => key i
    _ = chiSq (corrected d v) v x - 2 * (closureError d / totalVar v) * ∑ i, x i
        + 2 * (closureError d / totalVar v) * closureError d
        - (closureError d / totalVar v) ^ 2 * totalVar v := by
        simp only [chiSq, closureError, totalVar, Finset.sum_sub_distrib,
          Finset.sum_add_distrib, ← Finset.mul_sum]
    _ = closureError d ^ 2 / totalVar v + chiSq (corrected d v) v x := by
        -- the term linear in `x` drops out because `x` sums to zero
        rw [hx]
        field_simp
        ring

/-- The misfit is nonnegative. -/
theorem chiSq_nonneg (d x : ι → ℝ) {v : ι → ℝ} (hv : ∀ i, 0 < v i) : 0 ≤ chiSq d v x :=
  Finset.sum_nonneg fun i _ => div_nonneg (sq_nonneg _) (hv i).le

/-- The misfit vanishes exactly when the values coincide with the estimates on every leg. -/
theorem chiSq_eq_zero_iff (d x : ι → ℝ) {v : ι → ℝ} (hv : ∀ i, 0 < v i) :
    chiSq d v x = 0 ↔ x = d := by
  constructor
  · intro h
    have h' := (Finset.sum_eq_zero_iff_of_nonneg
      (fun i _ => div_nonneg (sq_nonneg (x i - d i)) (hv i).le)).1 h
    funext i
    rcases div_eq_zero_iff.1 (h' i (Finset.mem_univ i)) with h0 | h0
    · exact sub_eq_zero.1 ((pow_eq_zero_iff two_ne_zero).1 h0)
    · exact absurd h0 (hv i).ne'
  · rintro rfl
    simp [chiSq]

/-- Among values summing to zero around the cycle, the least misfit is `e² / ∑ v_j`; the
corrected differences `d_i - e v_i / ∑ v_j` sum to zero and are the only values attaining it. -/
theorem weighted_closure_minimizer [Nonempty ι] (d : ι → ℝ) {v : ι → ℝ}
    (hv : ∀ i, 0 < v i) :
    IsLeast (chiSq d v '' {x | ∑ i, x i = 0}) (closureError d ^ 2 / totalVar v) ∧
      ∑ i, corrected d v i = 0 ∧
      ∀ x : ι → ℝ, ∑ i, x i = 0 →
        (chiSq d v x = closureError d ^ 2 / totalVar v ↔ x = corrected d v) := by
  have huniq : ∀ x : ι → ℝ, ∑ i, x i = 0 →
      (chiSq d v x = closureError d ^ 2 / totalVar v ↔ x = corrected d v) := by
    intro x hx
    rw [chiSq_decomposition d hv hx, ← chiSq_eq_zero_iff (corrected d v) x hv]
    constructor <;> intro h <;> linarith
  refine ⟨⟨⟨corrected d v, sum_corrected d hv, ?_⟩, ?_⟩, sum_corrected d hv, huniq⟩
  · exact (huniq _ (sum_corrected d hv)).2 rfl
  · -- lower bound: the distance term of the decomposition is nonnegative
    rintro _ ⟨x, hx, rfl⟩
    have h1 := chiSq_decomposition d hv hx
    have h2 := chiSq_nonneg (corrected d v) x hv
    linarith

/-- Zero-sum values are the corrected differences exactly when the weighted residual
`(d_i - x_i) / v_i` is the same on every leg. -/
theorem eq_corrected_iff_uniform_residual [Nonempty ι] (d : ι → ℝ) {v x : ι → ℝ}
    (hv : ∀ i, 0 < v i) (hx : ∑ i, x i = 0) :
    x = corrected d v ↔ ∃ μ : ℝ, ∀ i, (d i - x i) / v i = μ := by
  have hV := (totalVar_pos hv).ne'
  constructor
  · rintro rfl
    refine ⟨closureError d / totalVar v, fun i => ?_⟩
    rw [div_eq_iff (hv i).ne']
    unfold corrected
    ring
  · rintro ⟨μ, hμ⟩
    have h1 : ∀ i, d i = x i + μ * v i := fun i => by
      have := (div_eq_iff (hv i).ne').1 (hμ i)
      linarith
    -- summing over the cycle fixes the common value
    have h2 : closureError d = μ * totalVar v := by
      calc closureError d = ∑ i, (x i + μ * v i) := Finset.sum_congr rfl fun i _ => h1 i
        _ = μ * totalVar v := by
          rw [Finset.sum_add_distrib, hx, zero_add, ← Finset.mul_sum]
          all_goals rfl
    funext i
    have h3 : μ * totalVar v * v i / totalVar v = μ * v i := by
      rw [div_eq_iff hV]
      ring
    unfold corrected
    rw [h2, h3]
    linarith [h1 i]

/-- The correction leaves all estimates unchanged exactly when the closure error is zero. -/
theorem corrected_eq_self_iff [Nonempty ι] (d : ι → ℝ) {v : ι → ℝ} (hv : ∀ i, 0 < v i) :
    corrected d v = d ↔ closureError d = 0 := by
  constructor
  · intro h
    have h0 := sum_corrected d hv
    rw [h] at h0
    exact h0
  · intro h
    funext i
    simp [corrected, h]

/-- With at least two legs, the corrected value of leg `k` is the mean of `d_k` and of
`-∑_{j≠k} d_j` with weights `1 / v_k` and `1 / ∑_{j≠k} v_j`. -/
theorem corrected_eq_two_route_mean [Nontrivial ι] [DecidableEq ι] (d : ι → ℝ) {v : ι → ℝ}
    (hv : ∀ i, 0 < v i) (k : ι) :
    corrected d v k
      = (d k / v k + (-∑ j ∈ univ.erase k, d j) / ∑ j ∈ univ.erase k, v j)
        / (1 / v k + 1 / ∑ j ∈ univ.erase k, v j) := by
  obtain ⟨j, hj⟩ := exists_ne k
  have hw : 0 < ∑ j ∈ univ.erase k, v j :=
    Finset.sum_pos (fun i _ => hv i) ⟨j, Finset.mem_erase.2 ⟨hj, Finset.mem_univ j⟩⟩
  -- split both cycle sums into leg `k` and the rest
  have he : closureError d = d k + ∑ j ∈ univ.erase k, d j :=
    (Finset.add_sum_erase univ d (Finset.mem_univ k)).symm
  have hV : totalVar v = v k + ∑ j ∈ univ.erase k, v j :=
    (Finset.add_sum_erase univ v (Finset.mem_univ k)).symm
  have hk := hv k
  unfold corrected
  rw [he, hV]
  generalize ∑ j ∈ univ.erase k, v j = w at hw ⊢
  generalize ∑ j ∈ univ.erase k, d j = s
  have h1 : 1 / v k + 1 / w ≠ 0 := by positivity
  have h2 : v k + w ≠ 0 := by positivity
  have h3 := hk.ne'
  have h4 := hw.ne'
  rw [eq_div_iff h1]
  field_simp
  ring

end

end WeightedCycleClosure
```

```lean
#print axioms WeightedCycleClosure.weighted_closure_minimizer
-- 'WeightedCycleClosure.weighted_closure_minimizer' depends on axioms: [propext, Classical.choice, Quot.sound]
#print axioms WeightedCycleClosure.eq_corrected_iff_uniform_residual
-- 'WeightedCycleClosure.eq_corrected_iff_uniform_residual' depends on axioms: [propext, Classical.choice, Quot.sound]
#print axioms WeightedCycleClosure.corrected_eq_self_iff
-- 'WeightedCycleClosure.corrected_eq_self_iff' depends on axioms: [propext, Classical.choice, Quot.sound]
#print axioms WeightedCycleClosure.corrected_eq_two_route_mean
-- 'WeightedCycleClosure.corrected_eq_two_route_mean' depends on axioms: [propext, Classical.choice, Quot.sound]
```

## Positivity, the zero sum and the decomposition

`totalVar_pos` is the remark that $V > 0$, by `Finset.sum_pos` applied to a nonempty index set. The proofs of `sum_corrected`, `chiSq_decomposition` and `eq_corrected_iff_uniform_residual` draw `totalVar v ≠ 0` from it, under the name `hV`; `corrected_eq_two_route_mean` instead gets $v_k + w \ne 0$ directly from the positivity of $v_k$ and $w$, and uses the name `hV` for a different fact. In `sum_corrected` the sum is split into $\sum_i d_i$ and the correction, the factors $e$ and $1/V$ are pulled out of the second sum, and the result $e - eV/V$ collapses with `div_self hV`.

`chiSq_decomposition` follows the completion of the square. The statement `key` is the four-term identity for one leg, with $\mu$ written out as `closureError d / totalVar v`. There `field_simp` clears the denominators $v_i$ and $V$, both known to be nonzero, and `ring` checks the polynomial identity that remains. The `calc` block has three steps: replace each term of the sum by `key i`, distribute the sum over the four terms to reach $D(x) - 2\mu\sum_i x_i + 2\mu e - \mu^2 V$, and use `hx` to remove the term linear in $x$, after which clearing $V$ gives $e^2/V + D(x)$.

## From the decomposition to the minimum

`chiSq_nonneg` and `chiSq_eq_zero_iff` are stated for arbitrary reference values `d` and need no assumption that `ι` is nonempty. The main proof applies them with `corrected d v` in the place of `d`, where they become $D(x) \ge 0$ and $D(x) = 0 \Leftrightarrow x = x^*$. In `chiSq_eq_zero_iff`, `Finset.sum_eq_zero_iff_of_nonneg` makes each term vanish, and `div_eq_zero_iff` leaves two cases, a zero numerator, which gives $x_i = d_i$, and a zero denominator, which contradicts `hv`.

`weighted_closure_minimizer` proves the equivalence first, as `huniq`. Rewriting the left side with the decomposition and the right side with `chiSq_eq_zero_iff` turns the claim into $e^2/V + D(x) = e^2/V \Leftrightarrow D(x) = 0$, which `linarith` settles in both directions. Membership of $e^2/V$ in the set of misfits uses `corrected d v` as the witness, with `sum_corrected` for the constraint and `huniq` read from right to left for the value. The lower bound takes any zero-sum `x` and combines the decomposition with $D(x) \ge 0$.

## Residuals, zero closure error and the two routes

`eq_corrected_iff_uniform_residual` supplies `closureError d / totalVar v` as the common value in the forward direction. Backwards, where Lean's `μ` is the number $m$ above, `h1` is $d_i = x_i + m v_i$, `h2` sums it to $e = mV$ using `hx`, and `h3` cancels $V$ in $mV v_i/V$. `corrected_eq_self_iff` substitutes $x^* = d$ into `sum_corrected` for one direction and sets $e = 0$ in the definition for the other.

`corrected_eq_two_route_mean` obtains a leg `j` different from `k` by `exists_ne k`, which makes the sum defining $w$ nonempty and hence positive (`hw`). The facts `he` and `hV` are the splittings $e = d_k + s$ and $V = v_k + w$. The two `generalize` steps replace the partial sums by plain real numbers `w` and `s`, so that what remains is the identity in $d_k$, $v_k$, $s$ and $w$ displayed above. With $1/v_k + 1/w$, $v_k + w$, $v_k$ and $w$ all nonzero, `eq_div_iff h1` cross-multiplies, and `field_simp` followed by `ring` verifies it.
